# The quadratic Casimir of U(d) on N sites of d levels is Nd plus twice the sum of site transpositions

## Sites, levels and operators

Take \(N\) sites, each with \(d\) levels. A configuration \(s\) assigns a level \(s_i\) to every site \(i\), and a state is a complex amplitude \(\psi(s)\) for each configuration. Sites and levels are numbered from 0.

The matrix unit \(e_{ab}(i)\) takes level \(b\) to level \(a\) on site \(i\). On amplitudes it reads

\[
(e_{ab}(i)\psi)(s)=\delta_{s_i,a}\,\psi(s[i\to b]),
\]

where \(s[i\to b]\) is \(s\) with the level of site \(i\) replaced by \(b\). The transposition \(P_{ij}\) exchanges the levels of sites \(i\) and \(j\). The collective generators and the quadratic Casimir of U(d) are

\[
E_{ab}=\sum_i e_{ab}(i),\qquad C=\sum_{a,b}E_{ab}E_{ba}.
\]

In products, the right-hand factor acts first. The claim is

\[
C=Nd\,\mathbb 1+2\sum_{i<j}P_{ij}.
\]

If sites are read as electrons and levels as spatial orbitals, this links the orbital generators of the unitary-group approach to exchanges of the orbitals of two electrons, for a fixed electron number and a finite orbital set. The Pauli principle concerns the joint exchange of orbitals and spins, so the spatial part need not be antisymmetric under \(P_{ij}\).

## From pairs of sites to the Casimir

Expanding both generators gives a sum over ordered pairs of sites:

\[
C=\sum_{i,j}\sum_{a,b}e_{ab}(i)\,e_{ba}(j).
\]

For \(i=j\), the product rule \(e_{ab}e_{ce}=\delta_{bc}e_{ae}\) and completeness \(\sum_a e_{aa}=\mathbb 1\) give

\[
\sum_{a,b}e_{ab}(i)e_{ba}(i)=\sum_{a,b}e_{aa}(i)=d\,\mathbb 1 .
\]

For \(i\neq j\), apply the definition twice:

\[
\sum_{a,b}(e_{ab}(i)e_{ba}(j)\psi)(s)
=\sum_{a,b}\delta_{s_i,a}\delta_{s_j,b}\,\psi(s[i\to b,\,j\to a])
=\psi(s[i\to s_j,\,j\to s_i]).
\]

The last expression is \((P_{ij}\psi)(s)\). The \(N\) diagonal pairs therefore contribute \(Nd\,\mathbb 1\). Since \(P_{ij}=P_{ji}\), the remaining ordered pairs contribute each transposition twice.

## Commutators and exchange symmetry

Matrix units on different sites commute, so only equal sites survive in a commutator of generators:

\[
[E_{ab},E_{ce}]=\delta_{bc}E_{ae}-\delta_{ea}E_{cb}.
\]

Using \([XY,Z]=X[Y,Z]+[X,Z]Y\) in each term of \(C\),

\[
[C,E_{ce}]=\sum_b E_{cb}E_{be}-\sum_a E_{ae}E_{ca}+\sum_a E_{ae}E_{ca}-\sum_b E_{cb}E_{be}=0 .
\]

Suppose now that \(P_{ij}\psi=\varepsilon\psi\) for all \(i\neq j\). There are \(N(N-1)\) ordered pairs of different sites, so

\[
C\psi=\bigl(Nd+N(N-1)\varepsilon\bigr)\psi=N\bigl(d+\varepsilon(N-1)\bigr)\psi .
\]

Symmetric states have \(\varepsilon=1\) and antisymmetric states \(\varepsilon=-1\).

## Two sites with two levels

For \(N=d=2\) the identity reads \(C=4\,\mathbb 1+2P_{01}\). Take the normalised antisymmetric state \((|01\rangle-|10\rangle)/\sqrt2\). Both \(E_{00}\) and \(E_{11}\) leave it unchanged, while \(E_{01}\) and \(E_{10}\) annihilate it. Hence \(C\) gives \(1+1=2\), in agreement with \(4-2\).

On \(|00\rangle\), \(E_{00}^2\) gives 4. Also \(E_{10}|00\rangle=|10\rangle+|01\rangle\), which \(E_{01}\) sends to \(2|00\rangle\). The other two terms vanish, so the total is \(6=4+2\).

## How the Lean statement encodes this

`States N d` is the space of functions from configurations `Fin N → Fin d` to ℂ. Operators are elements of `Module.End ℂ (States N d)`, the linear maps of this space to itself, with `*` as composition. `siteUnit i a b`, `siteSwap i j` and `generator N a b` stand for \(e_{ab}(i)\), \(P_{ij}\) and \(E_{ab}\). `transpositionSum N d` counts each pair once through the condition `i < j`.

The main theorem, `casimir_eq_transpositionSum`, is an equality of operators for all natural numbers \(N\) and \(d\), with no further hypothesis. For one site there are no transpositions, and \(C=d\,\mathbb 1\).

The eigenvalue theorem, `casimir_apply_of_exchange`, assumes the exchange symmetry of `ψ`; this condition says that every exchange of two different sites multiplies the state by the same factor `ε`. It allows any complex `ε` and does not require `ψ` to be nonzero. States of mixed permutation symmetry receive no eigenvalue formula. The model has no Hamiltonian and no inner product, so Hermiticity is not addressed.

The state space could also have been modelled as an \(N\)-fold tensor product of \(\mathbb C^d\). The identity would keep its form, with \(P_{ij}\) permuting tensor factors, but the proofs would compare operators on product vectors instead of evaluating amplitudes at a configuration.

## The complete file

```lean
import Mathlib

open Finset

namespace UnitaryGroupCasimir

noncomputable section

variable {N d : ℕ}

/-- Wavefunctions of `N` sites with `d` levels each: one complex amplitude per configuration. -/
abbrev States (N d : ℕ) := (Fin N → Fin d) → ℂ

/-- The matrix unit `e_ab` acting on site `i`: it takes level `b` to level `a` there. -/
def siteUnit (i : Fin N) (a b : Fin d) : Module.End ℂ (States N d) where
  toFun ψ s := if s i = a then ψ (Function.update s i b) else 0
  map_add' φ ψ := by
    funext s
    by_cases h : s i = a <;> simp [h]
  map_smul' c ψ := by
    funext s
    by_cases h : s i = a <;> simp [h]

/-- The transposition `P_ij`, which exchanges the levels of sites `i` and `j`. -/
def siteSwap (i j : Fin N) : Module.End ℂ (States N d) where
  toFun ψ s := ψ (s ∘ Equiv.swap i j)
  map_add' _ _ := rfl
  map_smul' _ _ := rfl

/-- The collective generator `E_ab`, the sum over sites of the matrix unit `e_ab`. -/
def generator (N : ℕ) (a b : Fin d) : Module.End ℂ (States N d) :=
  ∑ i, siteUnit i a b

/-- The quadratic Casimir operator, the sum over `a, b` of `E_ab E_ba`. -/
def casimir (N d : ℕ) : Module.End ℂ (States N d) :=
  ∑ a, ∑ b, generator N a b * generator N b a

/-- The sum of all site transpositions, each pair of sites counted once. -/
def transpositionSum (N d : ℕ) : Module.End ℂ (States N d) :=
  ∑ i, ∑ j with i < j, siteSwap i j

lemma siteUnit_apply (i : Fin N) (a b : Fin d) (ψ : States N d) (s : Fin N → Fin d) :
    siteUnit i a b ψ s = if s i = a then ψ (Function.update s i b) else 0 := rfl

lemma siteSwap_apply (i j : Fin N) (ψ : States N d) (s : Fin N → Fin d) :
    siteSwap i j ψ s = ψ (s ∘ Equiv.swap i j) := rfl

/-- On one site the matrix units multiply as `e_ab e_ce = δ_bc e_ae`. -/
theorem siteUnit_mul_same (i : Fin N) (a b c e : Fin d) :
    siteUnit i a b * siteUnit i c e = if b = c then siteUnit i a e else 0 := by
  refine LinearMap.ext fun ψ => funext fun s => ?_
  by_cases h : b = c <;> by_cases h' : s i = a <;>
    simp [Module.End.mul_apply, siteUnit_apply, h, h']

/-- Matrix units on different sites commute. -/
theorem siteUnit_comm {i j : Fin N} (hij : i ≠ j) (a b c e : Fin d) :
    siteUnit i a b * siteUnit j c e = siteUnit j c e * siteUnit i a b := by
  refine LinearMap.ext fun ψ => funext fun s => ?_
  have hu : Function.update (Function.update s i b) j e
      = Function.update (Function.update s j e) i b := Function.update_comm hij b e s
  by_cases h : s i = a <;> by_cases h' : s j = c <;>
    simp [Module.End.mul_apply, siteUnit_apply, h, h', hij, hij.symm, hu]

/-- On a single site, the sum over `a, b` of `e_ab e_ba` is `d` times the identity. -/
theorem sum_siteUnit_same (i : Fin N) :
    ∑ a : Fin d, ∑ b : Fin d, siteUnit i a b * siteUnit i b a
      = (d : ℂ) • (1 : Module.End ℂ (States N d)) := by
  -- completeness of the local levels
  have hone : ∑ a : Fin d, siteUnit i a a = (1 : Module.End ℂ (States N d)) := by
    refine LinearMap.ext fun ψ => funext fun s => ?_
    simp [LinearMap.sum_apply, Finset.sum_apply, siteUnit_apply]
  simp only [siteUnit_mul_same, if_true, sum_const, card_univ, Fintype.card_fin]
  rw [← Finset.smul_sum, hone, Nat.cast_smul_eq_nsmul]

/-- For two different sites, the transposition is the sum over `a, b` of `e_ab` on one site
times `e_ba` on the other. -/
theorem siteSwap_eq_sum {i j : Fin N} (hij : i ≠ j) :
    (siteSwap i j : Module.End ℂ (States N d))
      = ∑ a : Fin d, ∑ b : Fin d, siteUnit i a b * siteUnit j b a := by
  refine LinearMap.ext fun ψ => funext fun s => ?_
  have key : s ∘ Equiv.swap i j
      = Function.update (Function.update s i (s j)) j (s i) := by
    funext k
    by_cases hj : k = j
    · subst hj; simp
    · by_cases hi : k = i
      · subst hi; simp [hj]
      · simp [hi, hj, Equiv.swap_apply_of_ne_of_ne hi hj]
  simp only [LinearMap.sum_apply, Finset.sum_apply, Module.End.mul_apply, siteUnit_apply]
  symm
  -- only the levels present in the configuration contribute
  rw [Finset.sum_eq_single (s i), Finset.sum_eq_single (s j)]
  · simp [siteSwap_apply, key, hij.symm]
  · intro b _ hb
    simp [hij.symm, hb.symm]
  · simp
  · intro a _ ha
    simp [ha.symm]
  · simp

/-- The Casimir operator as a sum over ordered pairs of sites: `d` times the identity for
coinciding sites, a transposition for different ones. -/
theorem casimir_eq_sum_pairs :
    casimir N d = ∑ i, ∑ j, if i = j then (d : ℂ) • 1 else siteSwap i j := by
  have pull : ∀ F : Fin d → Fin d → Fin N → Module.End ℂ (States N d),
      ∑ a, ∑ b, ∑ i, F a b i = ∑ i, ∑ a, ∑ b, F a b i := fun F =>
    (Finset.sum_congr rfl fun a _ => Finset.sum_comm).trans Finset.sum_comm
  simp only [casimir, generator, Finset.sum_mul_sum]
  rw [pull]
  refine Finset.sum_congr rfl fun i _ => ?_
  rw [pull]
  refine Finset.sum_congr rfl fun j _ => ?_
  split_ifs with h
  · subst h
    exact sum_siteUnit_same i
  · exact (siteSwap_eq_sum h).symm

/-- The sum over `a, b` of `E_ab E_ba` equals `N d` times the identity plus twice the sum of
all site transpositions. -/
theorem casimir_eq_transpositionSum :
    casimir N d = ((N : ℂ) * d) • 1 + (2 : ℂ) • transpositionSum N d := by
  have hsymm : ∀ i j : Fin N,
      (siteSwap i j : Module.End ℂ (States N d)) = siteSwap j i := by
    intro i j
    refine LinearMap.ext fun ψ => funext fun s => ?_
    rw [siteSwap_apply, siteSwap_apply, Equiv.swap_comm]
  -- sort the ordered pairs into i = j, i < j and j < i
  have hsplit : ∀ i j : Fin N,
      (if i = j then (d : ℂ) • 1 else siteSwap i j : Module.End ℂ (States N d))
        = (if i = j then (d : ℂ) • 1 else 0) + (if i < j then siteSwap i j else 0)
          + (if j < i then siteSwap j i else 0) := by
    intro i j
    rcases lt_trichotomy i j with h | h | h
    · simp [h, h.ne, h.le]
    · subst h; simp
    · simp [h, h.ne', h.le, hsymm i j]
  have hdiag : ∑ i : Fin N, ∑ j : Fin N,
      (if i = j then (d : ℂ) • 1 else 0 : Module.End ℂ (States N d))
        = ((N : ℂ) * d) • 1 := by
    simp only [Finset.sum_ite_eq, mem_univ, if_true, sum_const, card_univ, Fintype.card_fin]
    rw [← Nat.cast_smul_eq_nsmul ℂ, smul_smul]
  have hcomm : ∑ i : Fin N, ∑ j : Fin N,
      (if j < i then siteSwap j i else 0 : Module.End ℂ (States N d))
        = ∑ i : Fin N, ∑ j : Fin N, if i < j then siteSwap i j else 0 := Finset.sum_comm
  rw [casimir_eq_sum_pairs,
    Finset.sum_congr rfl fun i _ => Finset.sum_congr rfl fun j _ => hsplit i j]
  simp only [Finset.sum_add_distrib]
  rw [hdiag, hcomm]
  simp only [transpositionSum, Finset.sum_filter]
  rw [two_smul, add_assoc]

/-- The collective generators obey `[E_ab, E_ce] = δ_bc E_ae - δ_ea E_cb`. -/
theorem generator_commutator (a b c e : Fin d) :
    generator N a b * generator N c e - generator N c e * generator N a b
      = (if b = c then generator N a e else 0) - (if e = a then generator N c b else 0) := by
  have h2 : generator N c e * generator N a b
      = ∑ i, ∑ j, siteUnit j c e * siteUnit i a b := by
    simp only [generator, Finset.sum_mul_sum]
    exact Finset.sum_comm
  -- different sites commute, so only j = i survives
  have hi : ∀ i : Fin N,
      ∑ j, (siteUnit i a b * siteUnit j c e - siteUnit j c e * siteUnit i a b)
        = (if b = c then siteUnit i a e else 0) - (if e = a then siteUnit i c b else 0) := by
    intro i
    rw [Finset.sum_eq_single i]
    · rw [siteUnit_mul_same, siteUnit_mul_same]
    · intro j _ hj
      rw [siteUnit_comm hj.symm, sub_self]
    · simp
  rw [h2]
  simp only [generator, Finset.sum_mul_sum, ← Finset.sum_sub_distrib, hi]
  rw [Finset.sum_sub_distrib]
  by_cases h : b = c <;> by_cases h' : e = a <;> simp [h, h']

/-- The Casimir operator commutes with every collective generator. -/
theorem casimir_comm_generator (c e : Fin d) :
    casimir N d * generator N c e = generator N c e * casimir N d := by
  rw [← sub_eq_zero]
  have h : casimir N d * generator N c e - generator N c e * casimir N d
      = ∑ a, ∑ b, (generator N a b
            * (generator N b a * generator N c e - generator N c e * generator N b a)
          + (generator N a b * generator N c e - generator N c e * generator N a b)
            * generator N b a) := by
    simp only [casimir, Finset.sum_mul, Finset.mul_sum, ← Finset.sum_sub_distrib]
    refine Finset.sum_congr rfl fun a _ => Finset.sum_congr rfl fun b _ => ?_
    simp only [mul_sub, sub_mul, mul_assoc]
    abel
  rw [h]
  -- the four contracted sums cancel in pairs
  simp only [generator_commutator, mul_sub, sub_mul, mul_ite, ite_mul, mul_zero, zero_mul,
    Finset.sum_add_distrib, Finset.sum_sub_distrib, Finset.sum_ite_irrel,
    Finset.sum_const_zero, Finset.sum_ite_eq, Finset.sum_ite_eq', mem_univ, if_true]
  abel

/-- If every transposition of two sites multiplies a state by `ε`, the Casimir operator
multiplies it by `N (d + ε (N - 1))`. -/
theorem casimir_apply_of_exchange (ε : ℂ) (ψ : States N d)
    (hψ : ∀ i j, i ≠ j → siteSwap i j ψ = ε • ψ) :
    casimir N d ψ = ((N : ℂ) * (d + ε * (N - 1))) • ψ := by
  have h : ∀ i j : Fin N,
      (if i = j then (d : ℂ) • 1 else siteSwap i j : Module.End ℂ (States N d)) ψ
        = (ε + if i = j then (d : ℂ) - ε else 0) • ψ := by
    intro i j
    by_cases hij : i = j
    · simp [hij]
    · simp [hij, hψ i j hij]
  rw [casimir_eq_sum_pairs]
  simp only [LinearMap.sum_apply, h, ← Finset.sum_smul, Finset.sum_add_distrib,
    Finset.sum_ite_eq, mem_univ, if_true, sum_const, card_univ, Fintype.card_fin,
    nsmul_eq_mul]
  congr 1
  ring

end

end UnitaryGroupCasimir
```

```lean
#print axioms UnitaryGroupCasimir.casimir_eq_transpositionSum
#print axioms UnitaryGroupCasimir.casimir_comm_generator
#print axioms UnitaryGroupCasimir.casimir_apply_of_exchange
```

```
'UnitaryGroupCasimir.casimir_eq_transpositionSum' depends on axioms: [propext, Classical.choice, Quot.sound]
'UnitaryGroupCasimir.casimir_comm_generator' depends on axioms: [propext, Classical.choice, Quot.sound]
'UnitaryGroupCasimir.casimir_apply_of_exchange' depends on axioms: [propext, Classical.choice, Quot.sound]
```

## How the proof follows the calculation

Most operator identities about single sites are proved by applying both sides to a state `ψ` and evaluating at a configuration `s`. The two `_apply` lemmas supply the defining formulas.

- `siteUnit_mul_same` proves the product rule by cases on `b = c` and `s i = a`. `siteUnit_comm` rests on the fact that changes at different sites can be made in either order.
- `sum_siteUnit_same` establishes completeness as `hone` and obtains the factor \(d\) from the free sum over `b`.
- `siteSwap_eq_sum` first shows, in `key`, that swapping two levels equals two successive replacements. `Finset.sum_eq_single` then selects \(a=s_i\) and \(b=s_j\), as the Kronecker deltas do above.
- `casimir_eq_sum_pairs` expands the product of sums, moves the site sums outside with `pull`, and inserts the two pair results.

In the main theorem, `hsplit` sorts ordered pairs into \(i=j\), \(i<j\) and \(j<i\), using the symmetry `hsymm`. `hdiag` evaluates the diagonal part, and `hcomm` exchanges the summation order to identify the two off-diagonal parts.

`generator_commutator` is where `siteUnit_comm` enters: for each `i`, only `j = i` remains. `casimir_comm_generator` writes the commutator in the product-rule form, contracts the deltas, and lets `abel` cancel the four sums.

`casimir_apply_of_exchange` starts from the ordered-pair formula. It writes each pair's coefficient as \(\varepsilon+(d-\varepsilon)\delta_{ij}\), which sums to \(N^2\varepsilon+N(d-\varepsilon)\); `ring` puts this in the stated form.
